# The constant −7/2 beside ln(M²/m²) in the Kroll–Wada integral with constant form factor

## A divergence at zero lepton mass

A neutral pion usually decays into two photons. In a Dalitz decay one of the photons is virtual and turns into a lepton pair. If the lepton mass is set to zero in the rate for this decay, the integral over the pair mass diverges logarithmically at its lower end. Restoring the mass only as a lower cutoff makes the integral finite but gives the wrong constant beside the logarithm.

Let $M$ be the meson mass, $m$ the lepton mass, $x$ the squared pair mass in units of $M^2$, and $r=4m^2/M^2$ its threshold value. The massless integrand with a cutoff gives
$$\int_r^1\frac{(1-x)^3}{x}\,dx=\ln\frac1r-\frac{11}{6}+O(r),$$
whereas the full spectrum gives $\ln(1/r)+\ln 4-7/2$ up to terms that vanish with $r$. The constants are about $-1.833$ and $-2.114$. They differ because the threshold region, where the lepton mass changes the integrand, contributes a finite amount however small $m$ is.

## The spectrum and its ingredients

At tree level and with a constant form factor, the integrated Kroll–Wada spectrum is
$$I(r)=\int_r^1 (1-x)^3\Bigl(1+\frac{r}{2x}\Bigr)\sqrt{1-\frac rx}\;\frac{dx}{x}.$$
The factor $(1-x)^3$ comes from the decay into a real and a virtual photon: one power from phase space, two from the squared amplitude. The next two factors describe the virtual photon's conversion into massive leptons, and $1/x$ is what remains of its propagator. The square root is the velocity $v$ of either lepton in the rest frame of the pair.

The Dalitz ratio, the rate relative to the two-photon decay, is $\frac{2\alpha}{3\pi}I(r)$. Here $\alpha$ is the fine-structure constant, which enters through the additional coupling of the photon to the leptons. In a simulation that samples pair masses from this tree-level, constant-form-factor spectrum, $I(r)$ is the normalisation.

## What the theorems state

`velocity r x` is $v$, `krollWada r x` is the integrand, and `dalitzIntegral r` is $I(r)$. All quantities are real numbers. The main theorem, `dalitzIntegral_sub_log_tendsto`, says
$$I(r)-\ln(4/r)\to-\tfrac72\qquad(r\to0^+).$$
The filter `𝓝[>] 0` expresses the approach from above. The theorem `dalitzIntegral_eq` gives more: for every $0<r<1$, with $b=\sqrt{1-r}$,
$$I(r)=\Bigl(1-\frac{9r^2}8+\frac{r^3}8\Bigr)\ln\frac{1+b}{1-b}-b\Bigl(\frac72-\frac{13r}4-\frac{r^2}4\Bigr).$$

`dalitzRatio α m M` is defined separately, as an integral over the dimensionful squared pair mass $s$ from $4m^2$ to $M^2$. For $0<2m<M$, `dalitzRatio_eq` identifies it with $\frac{2\alpha}{3\pi}I(4m^2/M^2)$. At fixed $M>0$, `dalitzRatio_light_lepton` says that its difference from $\frac{4\alpha}{3\pi}(\ln(M/m)-\frac74)$ tends to zero as $m\to0^+$. Both hold for any real `α`.

The step from here to a real meson is the identification of `dalitzRatio` with a quotient of decay widths. The spectrum and its prefactor enter as definitions and are not derived from the QED amplitude; radiative corrections and the momentum dependence of the form factor are absent.

## Integrating the spectrum

From $v^2=1-r/x$ we have $r=x(1-v^2)$ and, for $x>r$,
$$\frac{dv}{dx}=\frac{r}{2x^2v}.$$
Let $L=\ln(1+v)-\ln(1-v)$. Then
$$\frac{dL}{dx}=\frac{2}{1-v^2}\,\frac{r}{2x^2v}=\frac1{xv}.$$

Try an antiderivative $P=AL+vQ$, with $A$ independent of $x$ and $Q$ a polynomial in $x$ plus a $1/x$ term. Setting $P'$ equal to the integrand and multiplying by $xv$ gives
$$A+\frac{rQ}{2x}+(x-r)Q'=(1-x)^3\Bigl(1-\frac r{2x}-\frac{r^2}{2x^2}\Bigr),$$
since $xv^2=x-r$ and $(1+\frac r{2x})(1-\frac rx)=1-\frac r{2x}-\frac{r^2}{2x^2}$. The right side expands to
$$-\frac{r^2}{2x^2}+\frac{3r^2-r}{2x}+1+\frac{3r}2-\frac{3r^2}2+\Bigl(\frac{r^2}2-\frac{3r}2-3\Bigr)x+\Bigl(3+\frac r2\Bigr)x^2-x^3.$$
Matching powers of $x$ gives $A=1-\frac{9r^2}8+\frac{r^3}8$ and
$$Q=-\frac r{3x}+3r-\frac53+\Bigl(\frac{r^2}4+\frac{3r}4-3\Bigr)x+\Bigl(\frac32-\frac r6\Bigr)x^2-\frac{x^3}3.$$

At $x=r$ both $v$ and $L$ vanish, so $P=0$. At $x=1$ we have $v=b$ and $Q=-\frac72+\frac{13r}4+\frac{r^2}4$. The difference is the closed form.

## Taking the light-lepton limit

Since $(1+b)(1-b)=r$, the logarithm in the closed form equals $2\ln(1+b)-\ln r$. Hence
$$I(r)-\ln\frac4r=2A\ln(1+b)-\ln4-b\Bigl(\frac72-\frac{13r}4-\frac{r^2}4\Bigr)+\Bigl(\frac{9r^2}8-\frac{r^3}8\Bigr)\ln r.$$
As $r\to0^+$, $A$ and $b$ tend to 1 and the last term vanishes. What remains is $2\ln2-\ln4-\frac72=-\frac72$.

For the ratio, substitute $s=M^2x$. Then $ds/s=dx/x$, $4m^2/s=r/x$ and $2m^2/s=r/(2x)$, so the integral over $s$ is $I(r)$. With $\ln(4/r)=2\ln(M/m)$, the limit becomes the formula for the ratio.

## A worked value

Take $M/m=200$, so that $r=10^{-4}$. Then $\ln(4/r)-\frac72=10.597-3.500=7.097$, and the closed form agrees to these digits. The Dalitz ratio is therefore about $1.506\,\alpha$. The massless integrand cut off at $r$ gives $7.377$, about four per cent too much.

## A form factor kept as a function

The spectrum could have been defined with a factor $|F(x)|^2$, where $F(0)=1$. If $F$ is smooth on $[0,1]$, the logarithm stays the same and the constant becomes
$$-\frac72+\int_0^1\frac{(1-x)^3\,(|F(x)|^2-1)}{x}\,dx.$$
This comes from a separate limit argument that was not formalised. A general $F$ would also leave no single closed form for $I(r)$.

## The Lean development

```lean
import Mathlib

open Real Filter Topology

namespace KrollWadaDalitz

noncomputable section

/-- Velocity of either lepton in the rest frame of the pair, for `0 < r ≤ x`, where `x` is the
squared pair mass and `r` its threshold value, both in units of the squared meson mass. -/
def velocity (r x : ℝ) : ℝ := √(1 - r / x)

/-- The Kroll-Wada spectrum with constant form factor, for `0 < r ≤ x`. -/
def krollWada (r x : ℝ) : ℝ :=
  (1 - x) ^ 3 * (1 + r / (2 * x)) * velocity r x / x

/-- The Kroll-Wada spectrum integrated from threshold `r` to the endpoint `1`, for `0 < r < 1`. -/
def dalitzIntegral (r : ℝ) : ℝ := ∫ x in r..1, krollWada r x

/-- The tree-level ratio of the Dalitz decay (photon and lepton pair) to the two-photon decay of a
pseudoscalar meson of mass `M`, with constant form factor and lepton mass `m`, as an integral over
the squared pair mass `s`, for `0 < 2 m < M`. -/
def dalitzRatio (α m M : ℝ) : ℝ :=
  2 * α / (3 * π) * ∫ s in (4 * m ^ 2)..(M ^ 2),
    (1 - s / M ^ 2) ^ 3 * (1 + 2 * m ^ 2 / s) * √(1 - 4 * m ^ 2 / s) / s

/-- An explicit candidate for the antiderivative of the Kroll-Wada spectrum, for `0 < r ≤ x`. -/
def primitive (r x : ℝ) : ℝ :=
  (1 - 9 * r ^ 2 / 8 + r ^ 3 / 8) *
      (Real.log (1 + velocity r x) - Real.log (1 - velocity r x)) +
    velocity r x * (-1 / 3 * (r / x) + (3 * r - 5 / 3) + (r ^ 2 / 4 + 3 * r / 4 - 3) * x +
      (3 / 2 - r / 6) * x ^ 2 - 1 / 3 * x ^ 3)

/-- For positive threshold and positive squared pair mass the velocity is below that of light. -/
theorem velocity_lt_one {r x : ℝ} (hr : 0 < r) (hx : 0 < x) : velocity r x < 1 := by
  unfold velocity
  rw [Real.sqrt_lt' one_pos]
  have := div_pos hr hx
  linarith

/-- Above a positive threshold the velocity is positive and fixes the threshold through
`r = x (1 - v²)`. -/
theorem velocity_pos_and_threshold {r x : ℝ} (hr : 0 < r) (hx : r < x) :
    0 < velocity r x ∧ r = x * (1 - velocity r x ^ 2) := by
  have hx0 : 0 < x := hr.trans hx
  have hpos : 0 < 1 - r / x := sub_pos.2 ((div_lt_one hx0).2 hx)
  refine ⟨Real.sqrt_pos.2 hpos, ?_⟩
  unfold velocity
  rw [Real.sq_sqrt hpos.le, sub_sub_cancel]
  field_simp

/-- Above a positive threshold the velocity grows with the squared pair mass at the rate
`r / (2 x² v)`. -/
theorem hasDerivAt_velocity {r x : ℝ} (hr : 0 < r) (hx : r < x) :
    HasDerivAt (fun y => velocity r y) (r / (2 * x ^ 2 * velocity r x)) x := by
  have hx0 : 0 < x := hr.trans hx
  have hpos : 0 < 1 - r / x := sub_pos.2 ((div_lt_one hx0).2 hx)
  have h := (((hasDerivAt_const x r).fun_div (hasDerivAt_id' x) hx0.ne').const_sub 1).sqrt
    hpos.ne'
  unfold velocity
  refine h.congr_deriv ?_
  ring

/-- Above a positive threshold the logarithm of `(1 + v) / (1 - v)`, written as a difference,
has derivative `1 / (x v)` in the squared pair mass. -/
theorem hasDerivAt_log_velocity {r x : ℝ} (hr : 0 < r) (hx : r < x) :
    HasDerivAt (fun y => Real.log (1 + velocity r y) - Real.log (1 - velocity r y))
      (1 / (x * velocity r x)) x := by
  have hx0 : x ≠ 0 := (hr.trans hx).ne'
  have h := hasDerivAt_velocity hr hx
  obtain ⟨hv, hsq⟩ := velocity_pos_and_threshold hr hx
  have hv0 : velocity r x ≠ 0 := hv.ne'
  have ha : 1 + velocity r x ≠ 0 := by positivity
  have hb : 1 - velocity r x ≠ 0 := (sub_pos.2 (velocity_lt_one hr (hr.trans hx))).ne'
  refine (((h.const_add 1).log ha).fun_sub ((h.const_sub 1).log hb)).congr_deriv ?_
  generalize velocity r x = v at hv0 ha hb hsq ⊢
  rw [hsq]
  field_simp
  ring

/-- Above a positive threshold the derivative of `primitive` is the Kroll-Wada spectrum. -/
theorem hasDerivAt_primitive {r x : ℝ} (hr : 0 < r) (hx : r < x) :
    HasDerivAt (fun y => primitive r y) (krollWada r x) x := by
  have hx0 : x ≠ 0 := (hr.trans hx).ne'
  obtain ⟨hv, hsq⟩ := velocity_pos_and_threshold hr hx
  have hv0 : velocity r x ≠ 0 := hv.ne'
  have hd := (hasDerivAt_const x r).fun_div (hasDerivAt_id' x) hx0
  -- the polynomial factor multiplying the velocity
  have hQ := ((((hd.const_mul (-1 / 3)).add_const (3 * r - 5 / 3)).fun_add
    ((hasDerivAt_id' x).const_mul (r ^ 2 / 4 + 3 * r / 4 - 3))).fun_add
    ((hasDerivAt_pow 2 x).const_mul (3 / 2 - r / 6))).fun_sub
    ((hasDerivAt_pow 3 x).const_mul (1 / 3))
  unfold primitive
  refine (((hasDerivAt_log_velocity hr hx).const_mul (1 - 9 * r ^ 2 / 8 + r ^ 3 / 8)).fun_add
    ((hasDerivAt_velocity hr hx).fun_mul hQ)).congr_deriv ?_
  unfold krollWada
  generalize velocity r x = v at hv0 hsq ⊢
  -- eliminate the threshold in favour of the velocity
  rw [hsq]
  field_simp
  ring

/-- Closed form of the integrated Kroll-Wada spectrum for `0 < r < 1`. -/
theorem dalitzIntegral_eq {r : ℝ} (hr : 0 < r) (hr1 : r < 1) :
    dalitzIntegral r =
      (1 - 9 * r ^ 2 / 8 + r ^ 3 / 8) * Real.log ((1 + √(1 - r)) / (1 - √(1 - r))) -
        √(1 - r) * (7 / 2 - 13 * r / 4 - r ^ 2 / 4) := by
  have hcont : ContinuousOn (fun x => primitive r x) (Set.Icc r 1) := by
    intro x hx
    have hxp : 0 < x := hr.trans_le hx.1
    have hx0 : x ≠ 0 := hxp.ne'
    have hb : 1 - √(1 - r / x) ≠ 0 := (sub_pos.2 (velocity_lt_one hr hxp)).ne'
    have ha : 1 + √(1 - r / x) ≠ 0 := by positivity
    apply ContinuousAt.continuousWithinAt
    unfold primitive velocity
    fun_prop (disch := assumption)
  have hint : ContinuousOn (fun x => krollWada r x) (Set.Icc r 1) := by
    intro x hx
    have hx0 : x ≠ 0 := (hr.trans_le hx.1).ne'
    have hx2 : 2 * x ≠ 0 := mul_ne_zero two_ne_zero hx0
    apply ContinuousAt.continuousWithinAt
    unfold krollWada velocity
    fun_prop (disch := assumption)
  have h := intervalIntegral.integral_eq_sub_of_hasDerivAt_of_le hr1.le hcont
    (fun x hx => hasDerivAt_primitive hr hx.1) (hint.intervalIntegrable_of_Icc hr1.le)
  have v1 : velocity r 1 = √(1 - r) := by simp [velocity]
  have vr : velocity r r = 0 := by simp [velocity, hr.ne']
  have hlt : √(1 - r) < 1 := by
    rw [← v1]
    exact velocity_lt_one hr one_pos
  rw [dalitzIntegral, h, Real.log_div (by positivity) (sub_pos.2 hlt).ne']
  -- the lower limit contributes nothing, since the velocity vanishes at threshold
  simp only [primitive, v1, vr, add_zero, sub_zero, sub_self, mul_zero, zero_mul]
  ring

/-- As `r` tends to zero from above, the integrated Kroll-Wada spectrum minus `ln (4 / r)`
tends to `-7/2`. -/
theorem dalitzIntegral_sub_log_tendsto :
    Tendsto (fun r => dalitzIntegral r - Real.log (4 / r)) (𝓝[>] 0) (𝓝 (-7 / 2)) := by
  have h1 : ContinuousAt (fun r : ℝ => 2 * (1 - 9 * r ^ 2 / 8 + r ^ 3 / 8) *
      Real.log (1 + √(1 - r)) - Real.log 4 -
        √(1 - r) * (7 / 2 - 13 * r / 4 - r ^ 2 / 4)) 0 := by
    fun_prop (disch := positivity)
  have hp : ContinuousAt (fun r : ℝ => 9 * r / 8 - r ^ 2 / 8) 0 := by fun_prop
  -- the remaining logarithm is suppressed by powers of r
  have h2 := hp.tendsto.mul (Real.continuous_mul_log.continuousAt (x := 0)).tendsto
  have h := (h1.tendsto.add h2).mono_left (nhdsWithin_le_nhds (s := Set.Ioi 0))
  have e : Real.log 4 = 2 * Real.log 2 := by
    rw [show (4 : ℝ) = 2 ^ 2 by norm_num, Real.log_pow]
    norm_num
  have z : 2 * (1 - 9 * (0 : ℝ) ^ 2 / 8 + 0 ^ 3 / 8) * Real.log (1 + √(1 - 0)) - Real.log 4 -
      √(1 - 0) * (7 / 2 - 13 * 0 / 4 - 0 ^ 2 / 4) +
        (9 * 0 / 8 - 0 ^ 2 / 8) * (0 * Real.log 0) = -7 / 2 := by
    rw [sub_zero, Real.sqrt_one, e, one_add_one_eq_two]
    ring
  rw [z] at h
  refine h.congr' ?_
  filter_upwards [Ioo_mem_nhdsGT (show (0 : ℝ) < 1 by norm_num)] with r hr
  have hs : √(1 - r) ^ 2 = 1 - r := Real.sq_sqrt (by linarith [hr.2])
  have ha : 1 + √(1 - r) ≠ 0 := by positivity
  have hb : 1 - √(1 - r) ≠ 0 := by
    intro h0
    have h3 : √(1 - r) = 1 := by linarith
    rw [h3] at hs
    linarith [hr.1]
  have hlog : Real.log r = Real.log (1 + √(1 - r)) + Real.log (1 - √(1 - r)) := by
    rw [← Real.log_mul ha hb]
    congr 1
    linear_combination hs
  rw [dalitzIntegral_eq hr.1 hr.2, Real.log_div ha hb,     Real.log_div (four_ne_zero : (4 : ℝ) ≠ 0) hr.1.ne']
  linear_combination (-(1 - 9 * r ^ 2 / 8 + r ^ 3 / 8)) * hlog

/-- For `0 < 2 m < M` the Dalitz ratio is `2 α / (3 π)` times the integrated Kroll-Wada spectrum
at `r = 4 m² / M²`. -/
theorem dalitzRatio_eq {α m M : ℝ} (hm : 0 < m) (hM : 2 * m < M) :
    dalitzRatio α m M = 2 * α / (3 * π) * dalitzIntegral (4 * m ^ 2 / M ^ 2) := by
  have hM0 : 0 < M := by linarith
  have hM2 : M ^ 2 ≠ 0 := by positivity
  have hle : 4 * m ^ 2 ≤ M ^ 2 := by nlinarith
  have h := intervalIntegral.integral_comp_div (a := 4 * m ^ 2) (b := M ^ 2)
    (fun x => krollWada (4 * m ^ 2 / M ^ 2) x) hM2
  rw [div_self hM2, smul_eq_mul] at h
  have hc : (∫ s in (4 * m ^ 2)..(M ^ 2),
      (1 - s / M ^ 2) ^ 3 * (1 + 2 * m ^ 2 / s) * √(1 - 4 * m ^ 2 / s) / s) =
      ∫ s in (4 * m ^ 2)..(M ^ 2),
        (M ^ 2)⁻¹ * krollWada (4 * m ^ 2 / M ^ 2) (s / M ^ 2) := by
    apply intervalIntegral.integral_congr
    intro s hs
    rw [Set.uIcc_of_le hle] at hs
    have hs0 : s ≠ 0 := (lt_of_lt_of_le (by positivity) hs.1).ne'
    have e1 : 4 * m ^ 2 / M ^ 2 / (s / M ^ 2) = 4 * m ^ 2 / s := by field_simp
    have e2 : 4 * m ^ 2 / M ^ 2 / (2 * (s / M ^ 2)) = 2 * m ^ 2 / s := by
      rw [mul_comm 2 (s / M ^ 2), ← div_div, e1]
      ring
    have e3 : ∀ a : ℝ, a / s = (M ^ 2)⁻¹ * (a / (s / M ^ 2)) := by
      intro a
      field_simp
    dsimp only [krollWada, velocity]
    rw [e1, e2]
    exact e3 _
  rw [dalitzRatio, hc, intervalIntegral.integral_const_mul, h, inv_mul_cancel_left₀ hM2,
    dalitzIntegral]

/-- At fixed meson mass `M > 0`, the difference between the Dalitz ratio and
`(4 α / (3 π)) (ln (M / m) - 7/4)` vanishes as the lepton mass `m` tends to zero from above. -/
theorem dalitzRatio_light_lepton (α : ℝ) {M : ℝ} (hM : 0 < M) :
    Tendsto (fun m => dalitzRatio α m M - 4 * α / (3 * π) * (Real.log (M / m) - 7 / 4))
      (𝓝[>] 0) (𝓝 0) := by
  have hr : Tendsto (fun m : ℝ => 4 * m ^ 2 / M ^ 2) (𝓝[>] 0) (𝓝[>] 0) := by
    refine tendsto_nhdsWithin_iff.2 ⟨?_, ?_⟩
    · have hc : ContinuousAt (fun m : ℝ => 4 * m ^ 2 / M ^ 2) 0 := by fun_prop
      have h := hc.tendsto.mono_left (nhdsWithin_le_nhds (s := Set.Ioi 0))
      simpa using h
    · filter_upwards [self_mem_nhdsWithin] with m hm
      have hm0 : 0 < m := hm
      exact Set.mem_Ioi.2 (by positivity)
  have h := ((dalitzIntegral_sub_log_tendsto.comp hr).add_const (7 / 2)).const_mul
    (2 * α / (3 * π))
  have z : 2 * α / (3 * π) * (-7 / 2 + 7 / 2) = 0 := by ring
  rw [z] at h
  refine h.congr' ?_
  filter_upwards [Ioo_mem_nhdsGT (show (0 : ℝ) < M / 2 by positivity)] with m hm
  have hm0 : m ≠ 0 := hm.1.ne'
  have hl : Real.log (4 / (4 * m ^ 2 / M ^ 2)) = 2 * Real.log (M / m) := by
    rw [show 4 / (4 * m ^ 2 / M ^ 2) = (M / m) ^ 2 by field_simp, Real.log_pow]
    norm_num
  rw [dalitzRatio_eq hm.1 (by linarith [hm.2])]
  simp only [Function.comp_apply, hl]
  ring

end

end KrollWadaDalitz
```

```lean
#print axioms KrollWadaDalitz.dalitzIntegral_eq
#print axioms KrollWadaDalitz.dalitzRatio_light_lepton
```

```
'KrollWadaDalitz.dalitzIntegral_eq' depends on axioms: [propext, Classical.choice, Quot.sound]
'KrollWadaDalitz.dalitzRatio_light_lepton' depends on axioms: [propext, Classical.choice, Quot.sound]
```

## From the velocity to the limit in Lean

`velocity_lt_one` keeps $1-v$ positive, so that its logarithm can be differentiated. `velocity_pos_and_threshold` supplies $v>0$ and $r=x(1-v^2)$ above threshold. The two derivative lemmas that follow, `hasDerivAt_velocity` and `hasDerivAt_log_velocity`, are the formulas for $dv/dx$ and $dL/dx$.

The function `primitive` is the antiderivative $P$. In `hasDerivAt_primitive`, the sum and product rules produce $P'$. The velocity is then replaced by a plain variable `v`, and `rw [hsq]` eliminates $r$. After `field_simp` clears denominators, `ring` checks the polynomial identity that the derivation by hand obtains by matching coefficients.

At threshold $v$ has infinite slope, so $P$ cannot simply be differentiated term by term there. `dalitzIntegral_eq` therefore uses a version of the fundamental theorem of calculus that needs continuity of $P$ on $[r,1]$, the derivative only in the interior, and an integrable integrand. The facts `hcont` and `hint` provide the continuity of $P$ and of the integrand; `v1` and `vr` evaluate the velocity at the endpoints.

In the limit theorem, `h1` treats the terms that are continuous at $r=0$. The remaining term is written as $(\frac{9r}8-\frac{r^2}8)(r\ln r)$, and `h2` takes its limit using the continuity of $r\ln r$. The identity `hlog` is $\ln r=\ln(1+b)+\ln(1-b)$, and the final `linear_combination` uses it to match this expression to $I(r)-\ln(4/r)$ for $0<r<1$.

`dalitzRatio_eq` carries out the substitution: `hc` rewrites the integrand in terms of $s/M^2$, and `integral_comp_div` changes the variable. Finally, `dalitzRatio_light_lepton` shows that $4m^2/M^2$ tends to zero from above, composes this with the main limit, and uses `hl` to turn $\ln(4/r)$ into $2\ln(M/m)$.
